# For positive semidefinite A, the scale-invariant Hylleraas quotient never lies below the second-order energy

A system in its non-degenerate ground state φ₀, with energy E₀ and Hamiltonian H₀, is exposed to a weak perturbation λV. The response to first order in λ is a state x that satisfies

(H₀ − E₀) x = −(V − E₁) φ₀, with E₁ = ⟨φ₀, Vφ₀⟩ and φ₀ normalised.

Suppose this equation is too hard to solve, and a guess y for the response is available whose shape may be reasonable but whose amplitude is arbitrary. What does y say about the second-order energy?

Write A = H₀ − E₀ and b = (V − E₁)φ₀. The equation becomes Ax = −b, and the second-order energy is E₂ = ⟨x, b⟩. Since E₀ is the lowest energy, ⟨v, Av⟩ ≥ 0 for every v. The parts below show that, whenever b ≠ 0 and ⟨y, Ay⟩ > 0,

E₂ ≤ −|⟨y, b⟩|² / ⟨y, Ay⟩,

with equality exactly when Ay is a scalar multiple of b. For a static electric field of strength λ, where E₂ is −1/2 times the polarisability along the field, each such trial state therefore gives a lower bound to the ground-state polarisability, provided that φ₀ and E₀ are known exactly.

## States, operator and energies in Lean

The state space `E` is a complex inner product space of any dimension, not necessarily complete. The inner product is conjugate-linear in its first argument.

```lean
import Mathlib

open ComplexConjugate

namespace HylleraasQuotient

noncomputable section

variable {E : Type*} [NormedAddCommGroup E] [InnerProductSpace ℂ E]
```

The operator `A` is a linear map defined on all of `E`. An unbounded Hamiltonian fits only after restriction to a subspace that it maps into itself and that contains the states in use. States are not normalised: `expect A y` is Re ⟨y, Ay⟩, and for y ≠ 0 the normalised mean value is this number divided by ‖y‖².

```lean
/-- The expectation value `⟨y, A y⟩` (its real part) of an operator in an unnormalised state. -/
def expect (A : E →ₗ[ℂ] E) (y : E) : ℝ := (inner ℂ y (A y)).re
```

The energy E₂ is defined as a real part. Part (c) shows that nothing is lost by this.

```lean
/-- The second-order energy `⟨x, b⟩` (its real part) of a first-order state `x` and source `b`. -/
def secondOrderEnergy (x b : E) : ℝ := (inner ℂ x b).re
```

The quotient is written Q(y) = −|⟨y, b⟩|² / ⟨y, Ay⟩ below.

```lean
/-- The scale-invariant Hylleraas quotient `-|⟨y, b⟩|² / Re ⟨y, A y⟩` of a trial state `y`. -/
def quotient (A : E →ₗ[ℂ] E) (b y : E) : ℝ := -‖inner ℂ y b‖ ^ 2 / expect A y
```

The ordinary Hylleraas functional, which does depend on the amplitude of y, is J(y) = ⟨y, Ay⟩ + 2 Re ⟨y, b⟩.

```lean
/-- The ordinary Hylleraas functional `Re ⟨y, A y⟩ + 2 Re ⟨y, b⟩`. -/
def functional (A : E →ₗ[ℂ] E) (b y : E) : ℝ := expect A y + 2 * (inner ℂ y b).re
```

Three hypotheses recur. `A.IsSymmetric` says ⟨Au, v⟩ = ⟨u, Av⟩ for all u and v. `hpos` says that no expectation value of A is negative, which is the ground-state condition; for an excited state it generally fails. `hx` says Ax = −b, so the existence of a first-order state is assumed and not derived.

## (a) The expectation value in a superposition

Expand ⟨x + cy, A(x + cy)⟩ for symmetric A and complex c.

Linearity gives four terms:

⟨x, Ax⟩ + c⟨x, Ay⟩ + c*⟨y, Ax⟩ + |c|²⟨y, Ay⟩.

By symmetry ⟨y, Ax⟩ = ⟨Ay, x⟩ = ⟨x, Ay⟩*, so the two middle terms are complex conjugates of each other and add up to 2 Re(c⟨x, Ay⟩). Hence

⟨x + cy, A(x + cy)⟩ = ⟨x, Ax⟩ + 2 Re(c⟨x, Ay⟩) + |c|²⟨y, Ay⟩.

In the proof, `h` is the conjugation step. The `simp only` call expands into real and imaginary parts, and `ring` compares them.

```lean
/-- The expectation value of a symmetric operator in a superposition `x + c y`. -/
theorem expect_add_smul {A : E →ₗ[ℂ] E} (hA : A.IsSymmetric) (x y : E) (c : ℂ) :
    expect A (x + c • y) =
      expect A x + 2 * (c * inner ℂ x (A y)).re + Complex.normSq c * expect A y := by
  have h : inner ℂ y (A x) = conj (inner ℂ x (A y)) := by
    rw [inner_conj_symm]
    exact (hA y x).symm
  unfold expect
  simp only [map_add, map_smul, inner_add_left, inner_add_right, inner_smul_left,
    inner_smul_right, h, Complex.add_re, Complex.mul_re, Complex.mul_im, Complex.add_im,
    Complex.conj_re, Complex.conj_im, Complex.normSq_apply]
  ring
```

## (b) Expectation values are real

Show that ⟨y, Ay⟩ is real when A is symmetric.

Its conjugate is ⟨Ay, y⟩, which symmetry turns back into ⟨y, Ay⟩. A number equal to its own conjugate is real. In Lean this is an equation between complex numbers, with the real number `expect A y` read as a complex one on the right.

```lean
/-- For a symmetric operator `⟨y, A y⟩` is a real number. -/
theorem inner_eq_expect {A : E →ₗ[ℂ] E} (hA : A.IsSymmetric) (y : E) :
    inner ℂ y (A y) = (expect A y : ℂ) := by
  have h : conj (inner ℂ y (A y)) = inner ℂ y (A y) := by
    rw [inner_conj_symm]
    exact hA y y
  exact (Complex.conj_eq_iff_re.1 h).symm
```

## (c) The second-order energy is real

Show that ⟨x, b⟩ is real when A is symmetric and Ax = −b.

Insert the first-order equation into the expectation value:

⟨x, Ax⟩ = −⟨x, b⟩.

The left side is real by (b), so the right side is too. The same line shows E₂ = −⟨x, Ax⟩, which is used again in (e).

```lean
/-- If `A` is symmetric and `x` solves the first-order equation `A x = -b`, then `⟨x, b⟩` is a real
number. -/
theorem inner_eq_secondOrderEnergy {A : E →ₗ[ℂ] E} (hA : A.IsSymmetric) {x b : E}
    (hx : A x = -b) : inner ℂ x b = (secondOrderEnergy x b : ℂ) := by
  have h := inner_eq_expect hA x
  unfold expect at h
  rw [hx, inner_neg_right, Complex.neg_re, Complex.ofReal_neg] at h
  exact neg_injective h
```

## (d) Zero expectation value means annihilation

Let A be symmetric with non-negative expectation values, and let ⟨z, Az⟩ = 0. Show that Az = 0.

Put w = Az, n = ‖w‖² and p = ⟨w, Aw⟩ ≥ 0. Move from z a real distance t along w. By (a), and because ⟨z, Aw⟩ = ⟨Az, w⟩ = n,

0 ≤ ⟨z + tw, A(z + tw)⟩ = 2tn + t²p.

Choose t = −n/(p + 1), so that n = −t(p + 1). Then

2tn + t²p = −2t²(p + 1) + t²p = −t²(p + 2).

This is non-negative only if t = 0, which gives n = 0 and Az = 0. The argument needs no spectral decomposition, so it works in any dimension.

In the code, `ht` records the choice of t, `h2` is the last displayed identity, and `ht0` is the conclusion t = 0.

```lean
/-- A positive symmetric operator annihilates every state in which its expectation value
vanishes. -/
theorem apply_eq_zero {A : E →ₗ[ℂ] E} (hA : A.IsSymmetric) (hpos : ∀ v, 0 ≤ expect A v)
    {z : E} (hz : expect A z = 0) : A z = 0 := by
  have hn : (inner ℂ (A z) (A z)).re = ‖A z‖ ^ 2 := inner_self_eq_norm_sq (𝕜 := ℂ) (A z)
  have hp := hpos (A z)
  -- move from `z` a well-chosen distance `t` along `A z`
  obtain ⟨t, ht⟩ : ∃ t : ℝ, t * (expect A (A z) + 1) = -‖A z‖ ^ 2 :=
    ⟨-‖A z‖ ^ 2 / (expect A (A z) + 1),
      div_mul_cancel₀ _ (by linarith : (0 : ℝ) < expect A (A z) + 1).ne'⟩
  have h := hpos (z + (t : ℂ) • A z)
  rw [expect_add_smul hA, hz, ← hA z (A z), Complex.re_ofReal_mul, hn,
    Complex.normSq_ofReal] at h
  have h2 : 0 + 2 * (t * ‖A z‖ ^ 2) + t * t * expect A (A z)
      = -(t ^ 2 * (expect A (A z) + 2)) := by
    linear_combination 2 * t * ht
  have ht0 : t = 0 := by
    by_contra hne
    have h3 : 0 < t ^ 2 := by positivity
    have h4 := mul_pos h3 (by linarith : (0 : ℝ) < expect A (A z) + 2)
    linarith
  rw [ht0, zero_mul] at ht
  have h5 : ‖A z‖ ^ 2 = 0 := by linarith
  exact norm_eq_zero.1 (pow_eq_zero_iff two_ne_zero |>.1 h5)
```

## (e) An exact formula for the error

Let q = ⟨y, Ay⟩ > 0, s = ⟨y, b⟩ and k = s/q. Show that

Q(y) − E₂ = ⟨x + ky, A(x + ky)⟩.

Symmetry and the first-order equation give

⟨x, Ay⟩ = ⟨Ax, y⟩ = −⟨b, y⟩ = −s*,

and (c) gives ⟨x, Ax⟩ = −E₂. Put both into (a) with c = k:

⟨x + ky, A(x + ky)⟩ = −E₂ − 2 Re(ks*) + |k|²q
= −E₂ − 2|s|²/q + |s|²/q
= −E₂ − |s|²/q
= Q(y) − E₂.

Positivity of A in other states has not been used, only q > 0. The steps `h1` and `h2` are the two inner products, `h3` evaluates the cross term, and `h4` simplifies the quadratic one.

```lean
/-- For symmetric `A`, with `A x = -b` and `⟨y, A y⟩ > 0`, the error of the quotient is exactly the
expectation value of `A` in the state `x + (⟨y, b⟩ / ⟨y, A y⟩) y`. -/
theorem quotient_sub_energy {A : E →ₗ[ℂ] E} (hA : A.IsSymmetric) {x b y : E}
    (hx : A x = -b) (hy : 0 < expect A y) :
    quotient A b y - secondOrderEnergy x b =
      expect A (x + (inner ℂ y b / (expect A y : ℂ)) • y) := by
  have h1 : inner ℂ x (A y) = -conj (inner ℂ y b) := by
    rw [← hA x y, hx, inner_neg_left, inner_conj_symm]
  have h2 : expect A x = -secondOrderEnergy x b := by
    unfold expect secondOrderEnergy
    rw [hx, inner_neg_right, Complex.neg_re]
  rw [expect_add_smul hA, h1, h2]
  unfold quotient
  generalize expect A y = q at hy ⊢
  generalize (inner ℂ y b : ℂ) = s
  have h3 : (s / (q : ℂ) * -conj s).re = -Complex.normSq s / q := by
    rw [show s / (q : ℂ) * -conj s = -(s * conj s) / (q : ℂ) by ring, Complex.mul_conj,
      ← Complex.ofReal_neg, ← Complex.ofReal_div, Complex.ofReal_re]
  have h4 : Complex.normSq s / (q * q) * q = Complex.normSq s / q := by
    field_simp
  rw [h3, Complex.normSq_div, Complex.normSq_ofReal, h4, Complex.sq_norm]
  ring
```

## (f) The bound and its equality case

Now let A also have non-negative expectation values, and let b ≠ 0. Show that E₂ ≤ Q(y), with equality if and only if Ay = cb for some complex c.

The right side of (e) is an expectation value of A, hence non-negative, and the bound follows.

Suppose E₂ = Q(y). Then the expectation value in x + ky is zero, and (d) gives

0 = A(x + ky) = −b + kAy.

So kAy = b. Since b ≠ 0, k is not zero either, and Ay = (1/k)b.

Conversely, let Ay = cb. Then q = ⟨y, Ay⟩ = cs, so kc = sc/q = 1 and

A(x + ky) = −b + kcb = 0.

The error in (e) vanishes, and E₂ = Q(y).

The condition b ≠ 0 says that φ₀ is not already an eigenstate of V. It matters for the equality case: with b = 0 both energies are zero for every admissible y, while Ay, which is non-zero because q > 0, is no multiple of b.

The Lean conclusion joins the inequality and the equivalence by `∧`. Its first component comes from `gap`, the formula of (e), and `hpos`. In the forward direction `hk` is kAy = b and `hk0` is k ≠ 0; in the backward direction `hkc` is kc = 1.

```lean
/-- Hylleraas bound in scale-invariant form. Let `A` be symmetric with non-negative expectation
values, `A x = -b` and `b ≠ 0`. Then the quotient of every trial state with `⟨y, A y⟩ > 0` lies at
or above the second-order energy, with equality if and only if `A y` is a scalar multiple of `b`. -/
theorem energy_le_quotient {A : E →ₗ[ℂ] E} (hA : A.IsSymmetric)
    (hpos : ∀ v, 0 ≤ expect A v) {x b y : E} (hx : A x = -b) (hb : b ≠ 0)
    (hy : 0 < expect A y) :
    secondOrderEnergy x b ≤ quotient A b y ∧
      (secondOrderEnergy x b = quotient A b y ↔ ∃ c : ℂ, A y = c • b) := by
  have gap := quotient_sub_energy hA hx hy
  refine ⟨by linarith [hpos (x + (inner ℂ y b / (expect A y : ℂ)) • y)], ?_, ?_⟩
  · intro h
    -- a vanishing gap forces the error state into the kernel of `A`
    have hz := apply_eq_zero hA hpos (gap.symm.trans (by linarith))
    rw [map_add, map_smul, hx] at hz
    have hk := (neg_add_eq_zero.1 hz).symm
    have hk0 : inner ℂ y b / (expect A y : ℂ) ≠ 0 := by
      intro h0
      rw [h0, zero_smul] at hk
      exact hb hk.symm
    exact ⟨_, (eq_inv_smul_iff₀ hk0).2 hk⟩
  · rintro ⟨c, hc⟩
    have hq0 : (expect A y : ℂ) ≠ 0 := Complex.ofReal_ne_zero.2 hy.ne'
    have hq : (expect A y : ℂ) = c * inner ℂ y b := by
      rw [← inner_eq_expect hA y, hc, inner_smul_right]
    have hkc : inner ℂ y b / (expect A y : ℂ) * c = 1 := by
      rw [div_mul_eq_mul_div, div_eq_one_iff_eq hq0, hq, mul_comm]
    have hz : A (x + (inner ℂ y b / (expect A y : ℂ)) • y) = 0 := by
      rw [map_add, map_smul, hx, hc, smul_smul, hkc, one_smul, neg_add_cancel]
    have h0 : expect A (x + (inner ℂ y b / (expect A y : ℂ)) • y) = 0 := by
      change (inner ℂ _ (A _)).re = 0
      rw [hz, inner_zero_right, Complex.zero_re]
    linarith
```

## (g) The second-order energy as an attained minimum

Show that E₂ is the least value of Q over all y with ⟨y, Ay⟩ > 0.

By (f), E₂ is a lower bound, so it remains to find a state that reaches it. Take y = x. If ⟨x, Ax⟩ were zero, (d) would give Ax = 0 and hence b = 0, contrary to assumption; so x is admissible. Moreover Ax = (−1)b, which is the equality condition with c = −1.

`IsLeast` contains both halves: E₂ belongs to the set of quotient values, and no member of the set is smaller.

```lean
/-- Let `A` be symmetric with non-negative expectation values, `A x = -b` and `b ≠ 0`. Then the
second-order energy is the least value of the quotient over all trial states with `⟨y, A y⟩ > 0`. -/
theorem energy_isLeast {A : E →ₗ[ℂ] E} (hA : A.IsSymmetric)
    (hpos : ∀ v, 0 ≤ expect A v) {x b : E} (hx : A x = -b) (hb : b ≠ 0) :
    IsLeast {e : ℝ | ∃ y, 0 < expect A y ∧ e = quotient A b y} (secondOrderEnergy x b) := by
  have hx0 : 0 < expect A x := by
    refine lt_of_le_of_ne (hpos x) fun h => hb ?_
    have h0 := apply_eq_zero hA hpos h.symm
    rw [hx] at h0
    exact neg_eq_zero.1 h0
  constructor
  · exact ⟨x, hx0, (energy_le_quotient hA hpos hx hb hx0).2.2 ⟨-1, by rw [hx, neg_one_smul]⟩⟩
  · rintro e ⟨y, hy, rfl⟩
    exact (energy_le_quotient hA hpos hx hb hy).1
```

## (h) Optimising the amplitude

Let A be symmetric and q = ⟨y, Ay⟩ > 0. Find how the ordinary functional J varies along the ray of states cy.

With s = ⟨y, b⟩ as before,

J(cy) = |c|²q + 2 Re(c*s).

Completing the square gives

J(cy) = −|s|²/q + q|c + s/q|² = Q(y) + q|c + s/q|².

The minimum over c lies at c = −s/q, and its value is Q(y). The quotient is thus the ordinary functional with the amplitude already optimised. The state x + ky in (e) is the exact response minus this optimally scaled trial state.

The proof obtains the factor |c|² from (a) with x = 0, then compares real and imaginary parts.

```lean
/-- If `A` is symmetric and `⟨y, A y⟩ > 0`, then on the ray through `y` the Hylleraas functional is
the quotient plus a non-negative multiple of a square that vanishes at the amplitude `c = -⟨y, b⟩ /
⟨y, A y⟩`. -/
theorem functional_smul {A : E →ₗ[ℂ] E} (hA : A.IsSymmetric) {b y : E}
    (hy : 0 < expect A y) (c : ℂ) :
    functional A b (c • y) =
      quotient A b y + expect A y * ‖c + inner ℂ y b / (expect A y : ℂ)‖ ^ 2 := by
  have h : expect A (c • y) = Complex.normSq c * expect A y := by
    have h0 := expect_add_smul hA 0 y c
    simpa [expect] using h0
  unfold functional quotient
  rw [h, inner_smul_left]
  generalize expect A y = q at hy ⊢
  generalize (inner ℂ y b : ℂ) = s
  simp only [Complex.sq_norm, Complex.normSq_apply, Complex.add_re, Complex.add_im,
    Complex.div_ofReal_re, Complex.div_ofReal_im, Complex.mul_re, Complex.conj_re,
    Complex.conj_im]
  field_simp
  ring
```

## (i) Independence of scale and phase

Show that Q(cy) = Q(y) for every complex c ≠ 0.

Numerator and denominator acquire the same factor:

|⟨cy, b⟩|² = |c|²|⟨y, b⟩|² and ⟨cy, A(cy)⟩ = |c|²⟨y, Ay⟩.

It cancels. Normalising y therefore leaves the quotient as it was. Neither symmetry nor positivity of A is needed. The Lean statement also admits a vanishing denominator, in which case both quotients are zero by Lean's convention for division.

```lean
/-- Multiplying the trial state by a non-zero complex number leaves the quotient unchanged. -/
theorem quotient_smul {A : E →ₗ[ℂ] E} (b y : E) {c : ℂ} (hc : c ≠ 0) :
    quotient A b (c • y) = quotient A b y := by
  have h : expect A (c • y) = ‖c‖ ^ 2 * expect A y := by
    unfold expect
    rw [map_smul, inner_smul_left, inner_smul_right, Complex.sq_norm, Complex.normSq_apply]
    simp only [Complex.mul_re, Complex.mul_im, Complex.conj_re, Complex.conj_im]
    ring
  have hn : ‖c‖ ^ 2 ≠ 0 := pow_ne_zero 2 (norm_ne_zero_iff.2 hc)
  unfold quotient
  rw [h, inner_smul_left, norm_mul, RCLike.norm_conj, mul_pow, ← mul_neg,
    mul_div_mul_left _ _ hn]

end

end HylleraasQuotient
```

```lean
#print axioms HylleraasQuotient.energy_le_quotient
-- 'HylleraasQuotient.energy_le_quotient' depends on axioms: [propext, Classical.choice, Quot.sound]
#print axioms HylleraasQuotient.energy_isLeast
-- 'HylleraasQuotient.energy_isLeast' depends on axioms: [propext, Classical.choice, Quot.sound]
#print axioms HylleraasQuotient.functional_smul
-- 'HylleraasQuotient.functional_smul' depends on axioms: [propext, Classical.choice, Quot.sound]
#print axioms HylleraasQuotient.quotient_smul
-- 'HylleraasQuotient.quotient_smul' depends on axioms: [propext, Classical.choice, Quot.sound]
```

## A three-level example

Let A be diagonal with entries 0, 1, 2, where the first level is the ground state, and let b = (0, 1, 2). Then x = (0, −1, −1) solves Ax = −b, and

E₂ = ⟨x, b⟩ = −1 − 2 = −3.

For the trial state y = (0, 1, 0), ⟨y, b⟩ = 1 and ⟨y, Ay⟩ = 1, so Q(y) = −1. The source itself does better: for y = b, ⟨y, b⟩ = 5 and ⟨y, Ay⟩ = 1 + 8 = 9, so

Q(b) = −25/9 ≈ −2.78.

The error is 2/9. Formula (e) agrees: k = 5/9 gives x + kb = (0, −4/9, 1/9), whose expectation value is 16/81 + 2/81 = 2/9.

Finally, y = (7, 1, 1) has Ay = b, ⟨y, b⟩ = 3 and ⟨y, Ay⟩ = 3, so Q(y) = −3 exactly. The large ground-state component does no harm, because A annihilates it and b is orthogonal to it.
